# Diagonal Second-Order Couplings of a Simple Level from First-Order Ones, for Rigidly Moving Atomic Potentials

Move all atoms of a solid together by a distance s. No electron level can change, yet a calculation that keeps only the first-order coupling V between electrons and displacement predicts, for a simple level e_n and to second order in s, the shift

s² Σ_{m≠n} |V_mn|² / (e_n − e_m),

which is in general not zero. What is missing is the second-order coupling, the source of the Debye-Waller shift of electron levels. Computed directly, it needs second derivatives of each atom's potential. If the potentials move rigidly and the level is simple, its diagonal elements follow from first-order couplings.

## Eliminating the generator of displacements

Set ħ = 1. Let P be the Hermitian generator of displacements along one direction (the momentum), and let H have orthonormal eigenstates m with energies e_m. Write X_mk = ⟨m, X k⟩. For Hermitian A, define V = −i[P, H] and W = −i[P, A]. Completeness gives

W_nn = −i Σ_m (P_nm A_mn − A_nm P_mn).

Put z_m = A_nm P_mn. By Hermiticity the first product is the complex conjugate of z_m, and −i(z_m* − z_m) = −2 Im z_m, so

W_nn = −2 Σ_m Im(A_nm P_mn).

The eigenvalue equation gives

V_mn = −i(P_mn e_n − e_m P_mn) = −i(e_n − e_m) P_mn.

Where the energies differ, A_nm V_mn/(e_n − e_m) = −i z_m, whose real part is Im z_m. Hence

W_nn = −2 Re Σ_{e_m≠e_n} A_nm V_mn/(e_n − e_m) − 2 Im Σ_{e_m=e_n} A_nm P_mn.

If e_n is simple, the last sum is A_nn P_nn, which is real, and the term vanishes.

Now let H = T + Σ_b v_b, where T is the kinetic energy, v_b is the potential of atom b, and [P, T] = 0. With V^b = −i[P, v_b], the total coupling is V = Σ_b V^b. Choosing A = V^a gives the second-order coupling W^a of atom a, a second derivative that enters the atom's displaced potential as s²W^a/2:

W^a_nn = −2 Σ_b Re Σ_{m≠n} V^a_nm V^b_mn/(e_n − e_m).

## Displacements and eigenstates as matrices

Operators are complex matrices over a finite index set `ι`; atoms are labelled by a finite set `κ`.

In Lean 4 with Mathlib:

```lean
import Mathlib

open Matrix
open scoped Matrix.Norms.Operator

namespace AtomResolvedDebyeWaller

noncomputable section

variable {ι κ : Type*} [Fintype ι] [DecidableEq ι] [Fintype κ]
```

`deriv1 P A` is −i[P, A].

```lean
/-- The first-order change `-i[P, A]` of an operator `A` under the displacement generated
by `P`. -/
def deriv1 (P A : Matrix ι ι ℂ) : Matrix ι ι ℂ := (-Complex.I) • (P * A - A * P)
```

In a finite plane-wave basis the momentum P and the kinetic energy T are diagonal, so they commute, and the next definition turns the matrix of v(x) into that of v(x − s). In a finite basis of atomic orbitals neither property need hold exactly.

```lean
/-- The operator `A` displaced rigidly by the distance `s`: `exp(-isP) A exp(isP)`. -/
def displace (P : Matrix ι ι ℂ) (s : ℝ) (A : Matrix ι ι ℂ) : Matrix ι ι ℂ :=
  NormedSpace.exp (s • ((-Complex.I) • P)) * A * NormedSpace.exp (s • (Complex.I • P))
```

The columns of `U` are the eigenstates. Hermiticity of `H` follows from these two conditions and the real energies.

```lean
/-- The columns of `U` are orthonormal eigenvectors of `H` with real energies `e`. -/
structure IsEigenbasis (H U : Matrix ι ι ℂ) (e : ι → ℝ) : Prop where
  orthonormal : Uᴴ * U = 1
  eigen : H * U = U * diagonal (fun k => (e k : ℂ))
```

`coupling U A m k` is A_mk.

```lean
/-- The matrix of `A` between the states in the columns of `U`; its entry `m n` is
`⟨m, A n⟩`. -/
def coupling (U A : Matrix ι ι ℂ) : Matrix ι ι ℂ := Uᴴ * A * U
```

The commutator is the derivative of the displaced operator. The product rule places −iP and iP on either side of `A`; applying the theorem again to `deriv1 P A` gives the second derivative.

```lean
/-- The derivative of a displaced operator with respect to the distance is the displaced
commutator `-i[P, A]`. -/
theorem hasDerivAt_displace (P A : Matrix ι ι ℂ) (s : ℝ) :
    HasDerivAt (fun t : ℝ => displace P t A) (displace P s (deriv1 P A)) s := by
  have h1 := hasDerivAt_exp_smul_const ((-Complex.I) • P) s
  have h2 := hasDerivAt_exp_smul_const' (Complex.I • P) s
  have h := (h1.mul_const A).fun_mul h2
  refine h.congr_deriv ?_
  have hc : deriv1 P A = ((-Complex.I) • P) * A + A * (Complex.I • P) := by
    rw [deriv1, Matrix.smul_mul, Matrix.mul_smul]
    module
  rw [displace, hc]
  simp only [mul_add, add_mul, mul_assoc]
  -- both sides agree once the normed structure on matrices is unfolded
  rfl
```

The solid enters by identifying these commutators with derivatives of its actual potential with respect to a nuclear position. The hypotheses do not supply that step: electronic screening responds to a moving atom, so the potential does not simply travel with it.

## From commutators to energy denominators

A first-order coupling is Hermitian, so it may later take the place of `A`.

```lean
omit [DecidableEq ι] in
/-- The first-order change of a Hermitian operator under a Hermitian generator is
Hermitian. -/
theorem deriv1_isHermitian {P A : Matrix ι ι ℂ} (hP : P.IsHermitian) (hA : A.IsHermitian) :
    (deriv1 P A).IsHermitian := by
  have hI : star (-Complex.I) = Complex.I := by simp
  unfold Matrix.IsHermitian deriv1
  rw [conjTranspose_smul, conjTranspose_sub, conjTranspose_mul, conjTranspose_mul,
    hP.eq, hA.eq, hI]
  module
```

Since `U` is square, UᴴU = 1 implies UUᴴ = 1. Inserting this identity between two operators is the completeness step.

```lean
/-- In an orthonormal basis, the matrix of `-i[P, A]` is the same commutator formed from the
matrices of `P` and `A`. -/
theorem coupling_deriv1 {U : Matrix ι ι ℂ} (hU : Uᴴ * U = 1) (P A : Matrix ι ι ℂ) :
    coupling U (deriv1 P A) = deriv1 (coupling U P) (coupling U A) := by
  have hU' : U * Uᴴ = 1 := mul_eq_one_comm.mp hU
  -- insert the resolution of the identity between two operators
  have hmul : ∀ B C : Matrix ι ι ℂ, coupling U B * coupling U C = coupling U (B * C) := by
    intro B C
    calc coupling U B * coupling U C = Uᴴ * B * (U * Uᴴ) * (C * U) := by
          simp only [coupling, mul_assoc]
      _ = coupling U (B * C) := by
          rw [hU']
          simp only [coupling, mul_one, mul_assoc]
  unfold deriv1
  rw [hmul, hmul]
  simp only [coupling, Matrix.mul_smul, Matrix.smul_mul, mul_sub, sub_mul]
```

In the eigenbasis H is diagonal, which gives V_mk.

```lean
/-- Between eigenstates of `H`, the total first-order coupling `V = -i[P, H]` is
`V_mk = -i (e_k - e_m) P_mk`. -/
theorem total_coupling {H U : Matrix ι ι ℂ} {e : ι → ℝ} (h : IsEigenbasis H U e)
    (P : Matrix ι ι ℂ) (m k : ι) :
    coupling U (deriv1 P H) m k
      = -Complex.I * ((e k : ℂ) - (e m : ℂ)) * coupling U P m k := by
  have hd : coupling U H = diagonal (fun k => (e k : ℂ)) := by
    rw [coupling, mul_assoc, h.eigen, ← mul_assoc, h.orthonormal, one_mul]
  rw [coupling_deriv1 h.orthonormal, hd]
  simp only [deriv1, Matrix.smul_apply, Matrix.sub_apply, Matrix.mul_diagonal,
    Matrix.diagonal_mul, smul_eq_mul]
  ring

omit [DecidableEq ι] in
/-- Matrix elements of a Hermitian operator with exchanged states are complex conjugates. -/
theorem coupling_star {A : Matrix ι ι ℂ} (hA : A.IsHermitian) (U : Matrix ι ι ℂ) (m k : ι) :
    star (coupling U A m k) = coupling U A k m :=
  (Matrix.isHermitian_conjTranspose_mul_mul U hA).apply k m
```

In the general formula, `key` is the sum of imaginary parts, `hne` eliminates P where energies differ, and `heq` collects the equal-energy states. The right-hand side is a real number read as a complex one.

```lean
/-- For Hermitian `P` and `A` and any level `e_n`, degenerate or not, the diagonal element of
`-i[P, A]` is `-2 Re ∑ A_nm V_mn / (e_n - e_m)` over the states of other energy, with
`V = -i[P, H]`, minus `2 Im ∑ A_nm P_mn` over the states of energy `e_n`. Here the states `m` are an
orthonormal eigenbasis of `H` with energies `e_m`. -/
theorem second_order_degenerate {H U P A : Matrix ι ι ℂ} {e : ι → ℝ}
    (h : IsEigenbasis H U e) (hP : P.IsHermitian) (hA : A.IsHermitian) (n : ι) :
    coupling U (deriv1 P A) n n =
      ((-2 * (∑ m with e m ≠ e n, coupling U A n m * coupling U (deriv1 P H) m n
            / ((e n : ℂ) - (e m : ℂ))).re
        - 2 * (∑ m with e m = e n, coupling U A n m * coupling U P m n).im : ℝ) : ℂ) := by
  -- the commutator is twice an imaginary part, state by state
  have key : coupling U (deriv1 P A) n n =
      ((∑ m, -2 * (coupling U A n m * coupling U P m n).im : ℝ) : ℂ) := by
    rw [coupling_deriv1 h.orthonormal, Complex.ofReal_sum]
    simp only [deriv1, Matrix.smul_apply, Matrix.sub_apply, Matrix.mul_apply, smul_eq_mul]
    rw [← Finset.sum_sub_distrib, Finset.mul_sum]
    refine Finset.sum_congr rfl fun m _ => ?_
    rw [← coupling_star hP U m n, ← coupling_star hA U n m]
    apply Complex.ext <;> simp <;> ring
  -- where the energies differ, P is eliminated in favour of V
  have hne : ∑ m with e m ≠ e n, -2 * (coupling U A n m * coupling U P m n).im =
      -2 * (∑ m with e m ≠ e n, coupling U A n m * coupling U (deriv1 P H) m n
            / ((e n : ℂ) - (e m : ℂ))).re := by
    rw [Complex.re_sum, Finset.mul_sum]
    refine Finset.sum_congr rfl fun m hm => ?_
    have hd : (e n : ℂ) - (e m : ℂ) ≠ 0 :=
      sub_ne_zero.mpr fun hc => (Finset.mem_filter.mp hm).2 (Complex.ofReal_injective hc).symm
    have hq : coupling U A n m * coupling U (deriv1 P H) m n / ((e n : ℂ) - (e m : ℂ))
        = -Complex.I * (coupling U A n m * coupling U P m n) := by
      rw [total_coupling h, div_eq_iff hd]
      ring
    have hre : ∀ z : ℂ, (-Complex.I * z).re = z.im := fun z => by simp
    rw [hq, hre]
  have heq : ∑ m with e m = e n, -2 * (coupling U A n m * coupling U P m n).im =
      -2 * (∑ m with e m = e n, coupling U A n m * coupling U P m n).im := by
    rw [Complex.im_sum, Finset.mul_sum]
  rw [key, ← Finset.sum_filter_add_sum_filter_not Finset.univ (fun m => e m = e n)]
  congr 1
  linarith [hne, heq]
```

The hypothesis `hn` says that e_n is simple. The equal-energy set shrinks to {n}, and its term vanishes because both expectation values are real.

```lean
/-- For Hermitian `P` and `A` and a simple level `e_n`, the diagonal element of `W = -i[P, A]` is
`-2 Re ∑ A_nm V_mn / (e_n - e_m)` over `m ≠ n`, with `V = -i[P, H]`. -/
theorem second_order_from_first_order {H U P A : Matrix ι ι ℂ} {e : ι → ℝ}
    (h : IsEigenbasis H U e) (hP : P.IsHermitian) (hA : A.IsHermitian) {n : ι}
    (hn : ∀ m, m ≠ n → e m ≠ e n) :
    coupling U (deriv1 P A) n n =
      ((-2 * (∑ m ∈ Finset.univ.erase n, coupling U A n m * coupling U (deriv1 P H) m n
            / ((e n : ℂ) - (e m : ℂ))).re : ℝ) : ℂ) := by
  have hiff : ∀ m, e m = e n ↔ m = n := fun m =>
    ⟨fun hm => by_contra fun hc => hn m hc hm, fun hm => by rw [hm]⟩
  have h1 : Finset.univ.filter (fun m => e m = e n) = {n} := by
    ext m
    simp [hiff]
  have h2 : Finset.univ.filter (fun m => e m ≠ e n) = Finset.univ.erase n := by
    ext m
    simp [hiff]
  -- the remaining term is a product of two real expectation values
  have hA0 : (coupling U A n n).im = 0 := Complex.conj_eq_iff_im.mp (coupling_star hA U n n)
  have hP0 : (coupling U P n n).im = 0 := Complex.conj_eq_iff_im.mp (coupling_star hP U n n)
  rw [second_order_degenerate h hP hA n, h1, h2, Finset.sum_singleton, Complex.mul_im, hA0, hP0]
  congr 1
  ring
```

## Resolving the coupling by atom

The kinetic energy drops out of the total coupling.

```lean
/-- If `T` commutes with `P`, the total coupling of `H = T + ∑ v_b` is the sum of the atomic
couplings `-i[P, v_b]`. -/
theorem total_eq_sum_atoms {P T : Matrix ι ι ℂ} (hT : P * T = T * P)
    (v : κ → Matrix ι ι ℂ) :
    deriv1 P (T + ∑ b, v b) = ∑ b, deriv1 P (v b) := by
  unfold deriv1
  rw [← Finset.smul_sum, Finset.sum_sub_distrib, mul_add, add_mul, hT, Finset.mul_sum,
    Finset.sum_mul, add_sub_add_left_eq_sub]
```

Substituting this sum and exchanging the order of summation gives the double sum over atoms and states. In calculations of temperature-dependent levels, it replaces second derivatives by first-order matrix elements, within this finite, rigid-potential model. Phonon amplitudes and thermal averages, which a Debye-Waller shift also requires, do not enter.

```lean
/-- Let `H = T + ∑ v_b` with `T` commuting with the Hermitian `P`, let `v_a` be Hermitian and `e_n`
a simple level of `H`. The diagonal second-order coupling of atom `a` is then `-2` times the sum,
over all atoms `b` and states `m ≠ n`, of the real part of `V^a_nm V^b_mn / (e_n - e_m)`, where
`V^b = -i[P, v_b]` is the first-order coupling of atom `b`. -/
theorem atom_resolved {P T U : Matrix ι ι ℂ} {v : κ → Matrix ι ι ℂ} {e : ι → ℝ}
    (h : IsEigenbasis (T + ∑ b, v b) U e) (hP : P.IsHermitian) (hT : P * T = T * P)
    {a : κ} (hv : (v a).IsHermitian) {n : ι} (hn : ∀ m, m ≠ n → e m ≠ e n) :
    coupling U (deriv1 P (deriv1 P (v a))) n n =
      ((-2 * ∑ b, (∑ m ∈ Finset.univ.erase n,
          coupling U (deriv1 P (v a)) n m * coupling U (deriv1 P (v b)) m n
            / ((e n : ℂ) - (e m : ℂ))).re : ℝ) : ℂ) := by
  have hs : ∀ m, coupling U (∑ b, deriv1 P (v b)) m n
      = ∑ b, coupling U (deriv1 P (v b)) m n := by
    intro m
    simp only [coupling, Finset.mul_sum, Finset.sum_mul, Matrix.sum_apply]
  rw [second_order_from_first_order h hP (deriv1_isHermitian hP hv) hn,
    total_eq_sum_atoms hT, ← Complex.re_sum, Finset.sum_comm]
  simp only [hs, Finset.mul_sum, Finset.sum_div]
```

A two-level example satisfies all the hypotheses. It checks the algebra and does not describe a real solid: `P` also serves as T, whereas a physical kinetic energy is quadratic in the momentum. Here H = 2σz. Both atoms have the coupling −2σy, so each b contributes −2 to the total of −4; the proof obtains this value directly from the commutators.

```lean
/-- Two atoms in a two-level model with `P = T = σx`, `v₀ = σz`, `v₁ = σz - σx` meet the
hypotheses of `atom_resolved`, and the second-order coupling of atom `0` in state `0` is `-4`. -/
theorem atom_resolved_witness :
    let P : Matrix (Fin 2) (Fin 2) ℂ := !![0, 1; 1, 0]
    let v : Fin 2 → Matrix (Fin 2) (Fin 2) ℂ := ![!![1, 0; 0, -1], !![1, -1; -1, -1]]
    let e : Fin 2 → ℝ := ![2, -2]
    IsEigenbasis (P + ∑ b, v b) 1 e ∧ P.IsHermitian ∧ P * P = P * P ∧ (v 0).IsHermitian ∧
      (∀ m, m ≠ 0 → e m ≠ e 0) ∧ coupling 1 (deriv1 P (deriv1 P (v 0))) 0 0 = -4 := by
  intro P v e
  refine ⟨⟨by simp, ?_⟩, ?_, rfl, ?_, ?_, ?_⟩
  · rw [mul_one, one_mul]
    ext i j
    fin_cases i <;> fin_cases j <;> simp [P, v, e, Fin.sum_univ_two] <;> norm_num
  · ext i j
    fin_cases i <;> fin_cases j <;> simp [P]
  · ext i j
    fin_cases i <;> fin_cases j <;> simp [v]
  · intro m hm
    fin_cases m
    · exact absurd rfl hm
    · norm_num [e]
  · have hA : deriv1 P (v 0) = !![0, 2 * Complex.I; -2 * Complex.I, 0] := by
      ext i j
      fin_cases i <;> fin_cases j <;>
        simp [deriv1, P, v] <;> ring
    have hW : coupling 1 (deriv1 P (deriv1 P (v 0))) 0 0
        = -Complex.I * (-2 * Complex.I - 2 * Complex.I) := by
      rw [hA]
      simp [coupling, deriv1, P, Matrix.mul_apply, Fin.sum_univ_two]
    rw [hW]
    linear_combination 4 * Complex.I_mul_I

end

end AtomResolvedDebyeWaller
```

```lean
#print axioms AtomResolvedDebyeWaller.hasDerivAt_displace
-- 'AtomResolvedDebyeWaller.hasDerivAt_displace' depends on axioms: [propext, Classical.choice, Quot.sound]
#print axioms AtomResolvedDebyeWaller.second_order_from_first_order
-- 'AtomResolvedDebyeWaller.second_order_from_first_order' depends on axioms: [propext, Classical.choice, Quot.sound]
#print axioms AtomResolvedDebyeWaller.atom_resolved
-- 'AtomResolvedDebyeWaller.atom_resolved' depends on axioms: [propext, Classical.choice, Quot.sound]
```
